# Bounds on the sum of absolute orbital energies from the squared hoppings, for zero site energies

## Can a bond list limit the pi energy?

Before I diagonalise a Hückel matrix, I use the bond list to write down a range for the total pi energy, and afterwards I check that the computed value falls inside it. For butadiene, with three equal bonds and four carbons, the range in units of the resonance integral runs from \(2\sqrt3\approx3.46\) to \(\sqrt{24}\approx4.90\). Neither number knows how the atoms are connected. Why do the hopping strengths and the number of sites limit the energy, from below as well as from above? And may I still use the range if the bonds differ in strength, or if a magnetic field makes the hoppings complex?

## Two traces and the number of sites fix the range

You may use it in both cases, provided all site energies are equal and taken as the zero of energy, and the electrons doubly fill every bonding level, with any others in levels at zero. The connectivity does affect the energy, but only within limits set by the traces of \(H\) and \(H^2\) and the number of sites.

Let \(H\) be the \(n\times n\) Hermitian hopping matrix in units of the resonance integral, so that bonding levels are positive. Let \(\lambda_i\) be its eigenvalues, and put

\[
m=\sum_{i<j}|H_{ij}|^2,\qquad E=\sum_i|\lambda_i| .
\]

For unit hoppings, \(m\) is the number of bonds. Since \(H_{ii}=0\), the trace gives \(\sum_i\lambda_i=0\). Adding this zero to \(E\) gives

\[
E=\sum_i(|\lambda_i|+\lambda_i)=2\sum_{\lambda_i>0}\lambda_i ,
\]

which is the energy with every bonding level doubly filled.

Next, write \(HU=UD\) with \(U\) unitary and \(D\) the diagonal matrix of levels. Then \(H^2=UD^2U^\dagger\), and

\[
\sum_i\lambda_i^2=\operatorname{tr}H^2=\sum_{i,j}H_{ij}H_{ji}=\sum_{i,j}|H_{ij}|^2=2m .
\]

**From below.** The other levels must compensate level \(i\), so \(\lambda_i=-\sum_{j\ne i}\lambda_j\). The triangle inequality gives \(|\lambda_i|\le E-|\lambda_i|\), that is, \(2|\lambda_i|\le E\). Every term on the left of

\[
\sum_i|\lambda_i|\,(E-2|\lambda_i|)=E^2-2\sum_i\lambda_i^2=E^2-4m
\]

is therefore non-negative, and \(E\ge2\sqrt m\). Equality holds exactly when every term vanishes: each level is zero or has modulus \(E/2\).

**From above.** Cauchy–Schwarz gives \(E^2\le n\sum_i\lambda_i^2=2mn\), which is the McClelland bound \(E\le\sqrt{2mn}\). For its equality case, expand

\[
\sum_i(n|\lambda_i|-E)^2=2mn^2-2nE^2+nE^2=n(2mn-E^2).
\]

For \(n>0\), equality thus holds exactly when \(n|\lambda_i|=E\) for every \(i\). For \(n=0\), both sides of the bound are zero and there is no level to constrain.

For two sites, numbered 0 and 1, \(m=|H_{01}|^2\). Both bounds equal \(2|H_{01}|\), so \(E\) is fixed.

### Butadiene by hand

The characteristic equation \(x^4-3x^2+1=0\) has the roots \(\pm(\sqrt5+1)/2\) and \(\pm(\sqrt5-1)/2\). Their squares sum to \(6=2m\), and their moduli sum to \(E=2\sqrt5\approx4.47\), inside your range. Four electrons fill the two positive levels, so this is the pi energy relative to four isolated sites.

### What the Lean theorems say

The type `𝕜` with `RCLike 𝕜` stands for the real or the complex numbers, and `Fin n` labels the sites from 0. The hypothesis `hH : H.IsHermitian` makes the levels real, and `hd : ∀ i, H i i = 0` sets the site energies to zero. Physically, `hd` describes atoms with equal site energies, after this common value has been subtracted.

`hoppingWeight H` is \(m\), and `hH.eigenvalues` lists the levels with multiplicity. `totalEnergy hH` is \(E\); despite its name, it contains no electron count and no nuclear or repulsion energy.

`totalEnergy_bounds` states both inequalities, `eq_lower_iff` and `eq_upper_iff` give the equality cases, and `two_site_energy` treats two sites. `two_mul_sum_positive` supplies the link to doubly filled bonding levels.

The step left to you is the filling. \(E\) is the pi energy if the electrons doubly fill all positive levels and any remaining ones sit at zero. A neutral three-membered ring with unit hoppings has levels \(2,-1,-1\), so its third electron is antibonding and its pi energy is 3, while \(E=4\).

The range applies to non-interacting electrons in a finite orthonormal site basis; heteroatoms with different site energies violate `hd`. Within that model it gives a check on computed tight-binding levels that needs only the matrix elements.

```lean
import Mathlib

open Finset

namespace HueckelTotalEnergy

noncomputable section

variable {𝕜 : Type*} [RCLike 𝕜] {n : ℕ} {H : Matrix (Fin n) (Fin n) 𝕜}

/-- The total squared hopping strength: the sum of `|H i j|²` over pairs of sites `i < j`. -/
def hoppingWeight (H : Matrix (Fin n) (Fin n) 𝕜) : ℝ :=
  ∑ i, ∑ j, if i < j then ‖H i j‖ ^ 2 else 0

/-- The sum of the absolute values of the orbital energies of a Hermitian matrix. -/
def totalEnergy (hH : H.IsHermitian) : ℝ := ∑ i, |hH.eigenvalues i|

/-- With zero site energies the orbital energies sum to zero. -/
theorem sum_eigenvalues (hH : H.IsHermitian) (hd : ∀ i, H i i = 0) :
    ∑ i, hH.eigenvalues i = 0 := by
  have h := hH.trace_eq_sum_eigenvalues
  have h' : ((∑ i, hH.eigenvalues i : ℝ) : 𝕜) = ((0 : ℝ) : 𝕜) := by
    push_cast
    rw [← h]
    simp [Matrix.trace, hd]
  exact RCLike.ofReal_injective h'

/-- For a Hermitian matrix with zero site energies, the squared moduli of all entries sum to
twice the hopping weight. -/
theorem sum_norm_sq (hH : H.IsHermitian) (hd : ∀ i, H i i = 0) :
    ∑ i, ∑ j, ‖H i j‖ ^ 2 = 2 * hoppingWeight H := by
  have hsplit : ∀ i j, ‖H i j‖ ^ 2 =
      (if i < j then ‖H i j‖ ^ 2 else 0) + (if j < i then ‖H j i‖ ^ 2 else 0) := by
    intro i j
    have hs : ‖H j i‖ = ‖H i j‖ := by rw [← hH.apply j i, norm_star]
    rw [hs]
    rcases lt_trichotomy i j with h | h | h
    · simp [h, h.not_gt]
    · subst h
      simp [hd]
    · simp [h, h.not_gt]
  have hswap : ∑ i, ∑ j, (if j < i then ‖H j i‖ ^ 2 else 0) = hoppingWeight H :=
    Finset.sum_comm
  calc ∑ i, ∑ j, ‖H i j‖ ^ 2
      = ∑ i, ∑ j, ((if i < j then ‖H i j‖ ^ 2 else 0) +
          (if j < i then ‖H j i‖ ^ 2 else 0)) :=
        sum_congr rfl fun i _ => sum_congr rfl fun j _ => hsplit i j
    _ = 2 * hoppingWeight H := by
        simp only [sum_add_distrib]
        rw [hswap, hoppingWeight]
        ring

/-- With zero site energies the squared orbital energies sum to twice the hopping weight. -/
theorem sum_sq_eigenvalues (hH : H.IsHermitian) (hd : ∀ i, H i i = 0) :
    ∑ i, hH.eigenvalues i ^ 2 = 2 * hoppingWeight H := by
  -- the molecular orbitals are the columns of a unitary matrix `U` with `H U = U D`
  obtain ⟨U, hU, hHU⟩ : ∃ U : Matrix (Fin n) (Fin n) 𝕜, star U * U = 1 ∧
      H * U = U * Matrix.diagonal (fun i => (hH.eigenvalues i : 𝕜)) := by
    refine ⟨hH.eigenvectorUnitary,
      Matrix.mem_unitaryGroup_iff'.mp hH.eigenvectorUnitary.2, ?_⟩
    ext i j
    have h := congrFun (hH.mulVec_eigenvectorBasis j) i
    simp only [Matrix.mulVec, dotProduct, Pi.smul_apply, RCLike.real_smul_eq_coe_mul] at h
    rw [Matrix.mul_diagonal, Matrix.mul_apply]
    exact h.trans (mul_comm _ _)
  have hU' : U * star U = 1 := mul_eq_one_comm.mp hU
  have htr : (H * H).trace = ∑ i, (hH.eigenvalues i : 𝕜) ^ 2 := by
    set D := Matrix.diagonal (fun i => (hH.eigenvalues i : 𝕜)) with hD
    have hconj : H * H = U * (D * D) * star U := by
      calc H * H = H * H * (U * star U) := by rw [hU', mul_one]
        _ = H * (H * U) * star U := by simp only [mul_assoc]
        _ = H * (U * D) * star U := by rw [hHU]
        _ = (H * U) * D * star U := by simp only [mul_assoc]
        _ = (U * D) * D * star U := by rw [hHU]
        _ = U * (D * D) * star U := by simp only [mul_assoc]
    rw [hconj, Matrix.trace_mul_comm, ← mul_assoc, hU, one_mul, hD,
      Matrix.diagonal_mul_diagonal, Matrix.trace_diagonal]
    exact sum_congr rfl fun i _ => (pow_two _).symm
  -- the same trace in the site basis
  have hsite : (H * H).trace = ((∑ i, ∑ j, ‖H i j‖ ^ 2 : ℝ) : 𝕜) := by
    simp only [Matrix.trace, Matrix.diag_apply, Matrix.mul_apply]
    push_cast
    refine sum_congr rfl fun i _ => sum_congr rfl fun j _ => ?_
    rw [← hH.apply j i]
    exact RCLike.mul_conj _
  rw [← sum_norm_sq hH hd]
  apply RCLike.ofReal_injective (K := 𝕜)
  rw [← hsite, htr]
  push_cast
  rfl

/-- With zero site energies, twice the sum of the positive orbital energies equals the sum of
all absolute orbital energies. -/
theorem two_mul_sum_positive (hH : H.IsHermitian) (hd : ∀ i, H i i = 0) :
    2 * ∑ i with 0 < hH.eigenvalues i, hH.eigenvalues i = totalEnergy hH := by
  have h : totalEnergy hH = ∑ i, (|hH.eigenvalues i| + hH.eigenvalues i) := by
    rw [sum_add_distrib, sum_eigenvalues hH hd, add_zero, totalEnergy]
  rw [h, sum_filter, mul_sum]
  refine sum_congr rfl fun i _ => ?_
  split_ifs with hi
  · rw [abs_of_pos hi]
    ring
  · rw [abs_of_nonpos (not_lt.mp hi)]
    ring

/-- With zero site energies no orbital energy exceeds half of `totalEnergy hH` in modulus. -/
theorem two_mul_abs_le (hH : H.IsHermitian) (hd : ∀ i, H i i = 0) (i : Fin n) :
    2 * |hH.eigenvalues i| ≤ totalEnergy hH := by
  have h0 := sum_eigenvalues hH hd
  rw [← add_sum_erase univ hH.eigenvalues (mem_univ i)] at h0
  have hE : |hH.eigenvalues i| + ∑ j ∈ univ.erase i, |hH.eigenvalues j| = totalEnergy hH :=
    add_sum_erase univ (fun j => |hH.eigenvalues j|) (mem_univ i)
  -- the other levels must compensate level `i`
  have h1 : |hH.eigenvalues i| ≤ ∑ j ∈ univ.erase i, |hH.eigenvalues j| := by
    rw [eq_neg_of_add_eq_zero_left h0, abs_neg]
    exact abs_sum_le_sum_abs _ _
  linarith

/-- With zero site energies, the excess of the square of `totalEnergy hH` over four times the
hopping weight is a sum of contributions of the single levels. -/
theorem sum_gap (hH : H.IsHermitian) (hd : ∀ i, H i i = 0) :
    ∑ i, |hH.eigenvalues i| * (totalEnergy hH - 2 * |hH.eigenvalues i|) =
      totalEnergy hH ^ 2 - 4 * hoppingWeight H := by
  calc _ = ∑ i, (|hH.eigenvalues i| * totalEnergy hH - 2 * hH.eigenvalues i ^ 2) :=
        sum_congr rfl fun i _ => by linear_combination (-2) * sq_abs (hH.eigenvalues i)
    _ = _ := by
        rw [sum_sub_distrib, ← sum_mul, ← mul_sum, sum_sq_eigenvalues hH hd, totalEnergy]
        ring

/-- For a Hermitian matrix on `n` sites with zero site energies and hopping weight `m`, the sum
of absolute orbital energies lies between `2 √m` and the McClelland bound `√(2 m n)`. -/
theorem totalEnergy_bounds (hH : H.IsHermitian) (hd : ∀ i, H i i = 0) :
    2 * √(hoppingWeight H) ≤ totalEnergy hH ∧
      totalEnergy hH ≤ √(2 * hoppingWeight H * n) := by
  have hS := sum_sq_eigenvalues hH hd
  have hm : 0 ≤ hoppingWeight H := by
    have : 0 ≤ ∑ i, hH.eigenvalues i ^ 2 := sum_nonneg fun i _ => sq_nonneg _
    linarith
  have hE : 0 ≤ totalEnergy hH := sum_nonneg fun i _ => abs_nonneg _
  constructor
  · have hgap : 0 ≤ totalEnergy hH ^ 2 - 4 * hoppingWeight H := by
      rw [← sum_gap hH hd]
      exact sum_nonneg fun i _ =>
        mul_nonneg (abs_nonneg _) (sub_nonneg.mpr (two_mul_abs_le hH hd i))
    rw [← sq_le_sq₀ (by positivity) hE, mul_pow, Real.sq_sqrt hm]
    linarith
  · -- Cauchy-Schwarz over the `n` levels
    apply Real.le_sqrt_of_sq_le
    have h := sq_sum_le_card_mul_sum_sq (s := univ) (f := fun i => |hH.eigenvalues i|)
    simp only [sq_abs, card_univ, Fintype.card_fin] at h
    rw [hS] at h
    rw [totalEnergy]
    linarith

/-- With zero site energies the lower bound is attained exactly when every orbital energy is zero or
has half of `totalEnergy hH` as its modulus. -/
theorem eq_lower_iff (hH : H.IsHermitian) (hd : ∀ i, H i i = 0) :
    totalEnergy hH = 2 * √(hoppingWeight H) ↔
      ∀ i, hH.eigenvalues i = 0 ∨ 2 * |hH.eigenvalues i| = totalEnergy hH := by
  have hm : 0 ≤ hoppingWeight H := by
    have : 0 ≤ ∑ i, hH.eigenvalues i ^ 2 := sum_nonneg fun i _ => sq_nonneg _
    linarith [sum_sq_eigenvalues hH hd]
  have hE : 0 ≤ totalEnergy hH := sum_nonneg fun i _ => abs_nonneg _
  have hs : (2 * √(hoppingWeight H)) ^ 2 = 4 * hoppingWeight H := by
    rw [mul_pow, Real.sq_sqrt hm]
    norm_num
  rw [← sq_eq_sq₀ hE (by positivity), hs, ← sub_eq_zero, ← sum_gap hH hd,
    sum_eq_zero_iff_of_nonneg fun i _ =>
      mul_nonneg (abs_nonneg _) (sub_nonneg.mpr (two_mul_abs_le hH hd i))]
  simp only [mem_univ, true_imp_iff, mul_eq_zero, abs_eq_zero, sub_eq_zero]
  exact forall_congr' fun i => or_congr Iff.rfl eq_comm

/-- With zero site energies the McClelland bound is attained exactly when the modulus of every
orbital energy, multiplied by the number of sites, gives `totalEnergy hH`. -/
theorem eq_upper_iff (hH : H.IsHermitian) (hd : ∀ i, H i i = 0) :
    totalEnergy hH = √(2 * hoppingWeight H * n) ↔
      ∀ i, n * |hH.eigenvalues i| = totalEnergy hH := by
  rcases Nat.eq_zero_or_pos n with hn | hn
  · subst hn
    simp [totalEnergy]
  have hn' : (n : ℝ) ≠ 0 := by exact_mod_cast hn.ne'
  have hm : 0 ≤ hoppingWeight H := by
    have : 0 ≤ ∑ i, hH.eigenvalues i ^ 2 := sum_nonneg fun i _ => sq_nonneg _
    linarith [sum_sq_eigenvalues hH hd]
  have hE : 0 ≤ totalEnergy hH := sum_nonneg fun i _ => abs_nonneg _
  -- the variance of the moduli measures the distance from the bound
  have hvar : ∑ i, (n * |hH.eigenvalues i| - totalEnergy hH) ^ 2 =
      n * (2 * hoppingWeight H * n - totalEnergy hH ^ 2) := by
    calc _ = ∑ i, ((n : ℝ) ^ 2 * hH.eigenvalues i ^ 2 -
            2 * n * totalEnergy hH * |hH.eigenvalues i| + totalEnergy hH ^ 2) :=
          sum_congr rfl fun i _ => by
            linear_combination (n : ℝ) ^ 2 * sq_abs (hH.eigenvalues i)
      _ = _ := by
          rw [sum_add_distrib, sum_sub_distrib, ← mul_sum, ← mul_sum,
            sum_sq_eigenvalues hH hd, sum_const, card_univ, Fintype.card_fin,
            nsmul_eq_mul, totalEnergy]
          ring
  rw [← sq_eq_sq₀ hE (Real.sqrt_nonneg _), Real.sq_sqrt (by positivity)]
  constructor
  · intro h i
    rw [h, sub_self, mul_zero, sum_eq_zero_iff_of_nonneg fun i _ => sq_nonneg _] at hvar
    exact sub_eq_zero.mp (pow_eq_zero_iff two_ne_zero |>.mp (hvar i (mem_univ i)))
  · intro h
    have h0 : (n : ℝ) * (2 * hoppingWeight H * n - totalEnergy hH ^ 2) = 0 := by
      rw [← hvar]
      exact sum_eq_zero fun i _ => by rw [h i, sub_self, zero_pow two_ne_zero]
    linarith [(mul_eq_zero.mp h0).resolve_left hn']

/-- For two sites with zero site energies the sum of absolute orbital energies is twice the modulus
of the hopping element. -/
theorem two_site_energy {H : Matrix (Fin 2) (Fin 2) 𝕜} (hH : H.IsHermitian)
    (hd : ∀ i, H i i = 0) : totalEnergy hH = 2 * ‖H 0 1‖ := by
  obtain ⟨h1, h2⟩ := totalEnergy_bounds hH hd
  have hm : hoppingWeight H = ‖H 0 1‖ ^ 2 := by
    simp [hoppingWeight, Fin.sum_univ_two]
  have hsq : 2 * ‖H 0 1‖ ^ 2 * ((2 : ℕ) : ℝ) = (2 * ‖H 0 1‖) ^ 2 := by
    push_cast
    ring
  -- the lower and the upper bound coincide
  rw [hm, Real.sqrt_sq (norm_nonneg _)] at h1
  rw [hm, hsq, Real.sqrt_sq (by positivity)] at h2
  exact le_antisymm h2 h1

end

end HueckelTotalEnergy
```

```lean
#print axioms HueckelTotalEnergy.totalEnergy_bounds
#print axioms HueckelTotalEnergy.eq_lower_iff
#print axioms HueckelTotalEnergy.eq_upper_iff
#print axioms HueckelTotalEnergy.two_site_energy
```

```
'HueckelTotalEnergy.totalEnergy_bounds' depends on axioms: [propext, Classical.choice, Quot.sound]
'HueckelTotalEnergy.eq_lower_iff' depends on axioms: [propext, Classical.choice, Quot.sound]
'HueckelTotalEnergy.eq_upper_iff' depends on axioms: [propext, Classical.choice, Quot.sound]
'HueckelTotalEnergy.two_site_energy' depends on axioms: [propext, Classical.choice, Quot.sound]
```

### From the traces to the bounds in Lean

`sum_eigenvalues` equates the trace with the sum of levels in `𝕜` and carries the result back to the real numbers. `sum_norm_sq` splits the entries into \(i<j\), \(i=j\) and \(i>j\); Hermiticity and an exchange of the two sums make the off-diagonal halves equal.

`sum_sq_eigenvalues` builds \(U\) from Mathlib's eigenvectors. It evaluates \(\operatorname{tr}H^2\) once through `hconj`, the relation \(H^2=UD^2U^\dagger\), and once in the site basis. `two_mul_sum_positive` compares \(|\lambda_i|+\lambda_i\) with \(2\lambda_i\) or zero, according to the sign of the level.

For the lower bound, `two_mul_abs_le` separates level \(i\) from the sum and applies the triangle inequality, while `sum_gap` is the identity for \(E^2-4m\). `totalEnergy_bounds` combines them and compares squares, which is allowed because both sides are non-negative. Its second half applies Cauchy–Schwarz in the form `sq_sum_le_card_mul_sum_sq`.

`eq_lower_iff` uses the fact that a sum of non-negative terms vanishes only if each term does. `eq_upper_iff` applies the same argument to the squares in `hvar`, after treating \(n=0\) separately. Finally, `two_site_energy` evaluates both bounds for two sites and closes with `le_antisymm`.
